# Joint permutations extract at most pD from two correlated thermal qubits, local permutations nothing

Each of two qubits has a ground state 0 of energy $0$ and an excited state 1 of energy $D>0$, and the pair has population $1-p$ on 00 and $p$ on 11, with $0<p<1/2$. A permutation $\pi$ of the four joint states moves the population of each state $s$ to $\pi(s)$, and its work $W(\pi)$ is the initial minus the final mean energy, so positive work is energy taken out of the qubits.

```lean
import Mathlib

open Finset

namespace CorrelatedThermalQubits

noncomputable section

/-- Energy of a qubit level: the ground state `false` has energy 0, the excited state `true`
has energy `D`. -/
def level (D : ℝ) : Bool → ℝ
  | false => 0
  | true => D

/-- Energy of a joint state of two non-interacting qubits of equal gap `D`. -/
def energy (D : ℝ) (s : Bool × Bool) : ℝ := level D s.1 + level D s.2

/-- Populations of a single qubit with excited-state population `p`. -/
def qubitPop (p : ℝ) : Bool → ℝ
  | false => 1 - p
  | true => p

/-- Correlated joint populations: `1 - p` on 00, `p` on 11, and nothing on 01 and 10. -/
def correlated (p : ℝ) : Bool × Bool → ℝ
  | (false, false) => 1 - p
  | (false, true) => 0
  | (true, false) => 0
  | (true, true) => p

/-- Joint populations of two independent qubits, each with excited-state population `p`. -/
def uncorrelated (p : ℝ) (s : Bool × Bool) : ℝ := qubitPop p s.1 * qubitPop p s.2

/-- Decrease of the mean energy when the population of each joint state `s` is moved
to the state `π s`. -/
def work (D : ℝ) (P : Bool × Bool → ℝ) (π : Equiv.Perm (Bool × Bool)) : ℝ :=
  ∑ s, P s * energy D s - ∑ s, P s * energy D (π s)

/-- Each qubit of the correlated pair, taken alone, has populations `1 - p` and `p`. -/
theorem correlated_marginals (p : ℝ) :
    (∀ a, ∑ b, correlated p (a, b) = qubitPop p a) ∧
    (∀ b, ∑ a, correlated p (a, b) = qubitPop p b) := by
  constructor <;> intro a <;> cases a <;> simp [correlated, qubitPop]

/-- The single-qubit populations are the Gibbs populations at the positive inverse temperature
`log ((1 - p) / p) / D`. -/
theorem qubitPop_thermal {D p : ℝ} (hD : 0 < D) (hp : 0 < p) (hp2 : p < 1 / 2) :
    0 < Real.log ((1 - p) / p) / D ∧
    ∀ a, qubitPop p a = Real.exp (-(Real.log ((1 - p) / p) / D * level D a)) /
      (1 + Real.exp (-(Real.log ((1 - p) / p) / D * D))) := by
  have h1 : 0 < 1 - p := by linarith
  -- the Boltzmann factor is the ratio of the populations
  have he : Real.exp (-(Real.log ((1 - p) / p) / D * D)) = p / (1 - p) := by
    rw [div_mul_cancel₀ _ hD.ne', Real.exp_neg, Real.exp_log (div_pos h1 hp), inv_div]
  have hs : 1 + p / (1 - p) = 1 / (1 - p) := by
    rw [eq_div_iff h1.ne', add_mul, div_mul_cancel₀ _ h1.ne']
    ring
  refine ⟨div_pos (Real.log_pos ((one_lt_div hp).2 (by linarith))) hD, fun a => ?_⟩
  cases a
  · simp only [qubitPop, level]
    rw [he, hs, mul_zero, neg_zero, Real.exp_zero, one_div_one_div]
  · simp only [qubitPop, level]
    rw [he, hs, div_div_eq_mul_div, div_one, div_mul_cancel₀ _ h1.ne']

/-- The work from the correlated pair is fixed by the energies of the states to which
00 and 11 are sent. -/
theorem correlated_work (D p : ℝ) (π : Equiv.Perm (Bool × Bool)) :
    work D (correlated p) π = 2 * p * D -
      ((1 - p) * energy D (π (false, false)) + p * energy D (π (true, true))) := by
  simp only [work, Fintype.sum_prod_type, Fintype.sum_bool, correlated, energy, level]
  ring

/-- Permuting the levels of each qubit separately changes the mean energy by `1 - 2 p` times
the energy of the state to which 00 is sent. -/
theorem correlated_work_local (D p : ℝ) (σ τ : Equiv.Perm Bool) :
    work D (correlated p) (Equiv.prodCongr σ τ) =
      -((1 - 2 * p) * (level D (σ false) + level D (τ false))) := by
  have e : ∀ a b, energy D (Equiv.prodCongr σ τ (a, b)) = level D (σ a) + level D (τ b) :=
    fun _ _ => rfl
  -- the two levels of a qubit have energies adding up to the gap
  have hl : ∀ a b : Bool, a ≠ b → level D a = D - level D b := by
    intro a b h
    cases a <;> cases b <;> simp_all [level]
  have hσ := hl _ _ (σ.injective.ne (show true ≠ false by decide))
  have hτ := hl _ _ (τ.injective.ne (show true ≠ false by decide))
  rw [correlated_work, e, e, hσ, hτ]
  ring

/-- For the correlated pair no permutation of the qubits' own levels lowers the mean energy,
yet the largest decrease over all permutations of the four joint states is `p D`, which is
positive. -/
theorem work_from_correlations {D p : ℝ} (hD : 0 < D) (hp : 0 < p) (hp2 : p < 1 / 2) :
    (∀ σ τ : Equiv.Perm Bool, work D (correlated p) (Equiv.prodCongr σ τ) ≤ 0) ∧
    IsGreatest (Set.range (work D (correlated p))) (p * D) ∧ 0 < p * D := by
  have hq : 0 < 1 - 2 * p := by linarith
  refine ⟨fun σ τ => ?_, ⟨?_, ?_⟩, mul_pos hp hD⟩
  · have hl : ∀ a, 0 ≤ level D a := by
      intro a
      cases a <;> simp [level, hD.le]
    rw [correlated_work_local]
    exact neg_nonpos.2 (mul_nonneg hq.le (add_nonneg (hl _) (hl _)))
  · -- exchanging 11 with 10 attains the value
    refine ⟨Equiv.swap (true, true) (true, false), ?_⟩
    have h0 : Equiv.swap (true, true) (true, false) (false, false) = (false, false) := by
      decide
    rw [correlated_work, h0, Equiv.swap_apply_left]
    simp only [energy, level]
    ring
  · -- 00 and 11 go to distinct states, so at most one of them reaches energy 0
    rintro _ ⟨π, rfl⟩
    rw [correlated_work]
    have h : π (false, false) ≠ π (true, true) := π.injective.ne (by decide)
    generalize π (false, false) = a at h ⊢
    generalize π (true, true) = b at h ⊢
    rcases a with ⟨_ | _, _ | _⟩ <;> rcases b with ⟨_ | _, _ | _⟩ <;>
      simp only [energy, level] <;>
      first
        | exact absurd rfl h
        | nlinarith [mul_pos hp hD, mul_pos hq hD]

/-- Two independent qubits with the same single-qubit populations yield no work under any
permutation of the four joint states. -/
theorem uncorrelated_no_work {D p : ℝ} (hD : 0 < D) (hp : 0 < p) (hp2 : p < 1 / 2)
    (π : Equiv.Perm (Bool × Bool)) : work D (uncorrelated p) π ≤ 0 := by
  have hq : 0 < 1 - 2 * p := by linarith
  have h1 : 0 < 1 - p := by linarith
  -- states of higher energy are never more populated
  have hanti : Antivary (uncorrelated p) (energy D) := by
    rintro ⟨_ | _, _ | _⟩ ⟨_ | _, _ | _⟩ h <;>
      simp only [energy, level, uncorrelated, qubitPop] at h ⊢ <;>
      nlinarith [mul_pos hp hq, mul_pos h1 hq]
  -- the rearrangement inequality
  exact sub_nonpos.2 hanti.sum_mul_le_sum_mul_comp_perm

end

end CorrelatedThermalQubits
```

```lean
#print axioms CorrelatedThermalQubits.correlated_marginals
#print axioms CorrelatedThermalQubits.qubitPop_thermal
#print axioms CorrelatedThermalQubits.work_from_correlations
#print axioms CorrelatedThermalQubits.uncorrelated_no_work
```

```
'CorrelatedThermalQubits.correlated_marginals' depends on axioms: [propext, Classical.choice, Quot.sound]
'CorrelatedThermalQubits.qubitPop_thermal' depends on axioms: [propext, Classical.choice, Quot.sound]
'CorrelatedThermalQubits.work_from_correlations' depends on axioms: [propext, Classical.choice, Quot.sound]
'CorrelatedThermalQubits.uncorrelated_no_work' depends on axioms: [propext, Classical.choice, Quot.sound]
```

## Levels, populations and permutations

A qubit level is a `Bool`, with `false` for 0 and `true` for 1, and a joint state is a pair of them. The function `energy` adds the two level energies, so the qubits have equal gaps and do not interact. With $P(s)$ the population of $s$ and $E(s)$ its energy, `work` is

$$W(\pi)=\sum_s P(s)E(s)-\sum_s P(s)E(\pi(s)).$$

An element of `Equiv.Perm (Bool × Bool)` is any reshuffling of the four joint states. A local permutation is `Equiv.prodCongr σ τ`, which applies $\sigma$ to the first qubit's levels and $\tau$ to the second's.

The main theorem, `work_from_correlations`, says that every local permutation has $W\le 0$, and that $pD>0$ is the greatest element of the set of works over all joint permutations: some permutation reaches it and none exceeds it. The companion theorem `uncorrelated_no_work` says that independent qubits with the same single-qubit populations give $W\le 0$ under every joint permutation.

Only populations and permutations of energy states enter. Unitaries that create superpositions are not treated, nor is the cost of implementing a permutation. Within this two-qubit, non-interacting model, the result shows for quantum thermodynamics that thermal marginals at a common temperature do not prevent work extraction from the joint state.

## Each qubit alone is thermal

Summing the joint populations over either qubit leaves $1-p$ on 0 and $p$ on 1 for the other; `correlated_marginals` checks this by cases. Define the inverse temperature

$$\beta=\frac{1}{D}\log\frac{1-p}{p}.$$

Since $p<1/2$, the ratio $(1-p)/p$ exceeds 1, so $\beta>0$. The Boltzmann factor is $e^{-\beta D}=p/(1-p)$, and the partition function is

$$1+\frac{p}{1-p}=\frac{1}{1-p}.$$

The Gibbs populations are therefore $1-p$ and $\frac{p}{1-p}(1-p)=p$. In `qubitPop_thermal`, the steps `he` and `hs` are these two identities, and the two levels are then treated separately.

## Local permutations cannot lower the energy

The initial mean energy is $p\cdot 2D$, and only 00 and 11 are populated. Hence

$$W(\pi)=2pD-(1-p)E(\pi(00))-pE(\pi(11)),$$

which is `correlated_work`, obtained by expanding the sums.

For a local permutation, write $x$ for the energy of the image of 00. Each qubit sends its two levels to different levels, whose energies add up to $D$. The image of 11 therefore has energy $2D-x$, and

$$W=2pD-(1-p)x-p(2D-x)=-(1-2p)x.$$

Both $1-2p$ and $x$ are non-negative, so $W\le 0$. The lemma `correlated_work_local` follows the same route: `hl` states that distinct levels have energies adding up to the gap, `hσ` and `hτ` apply this to the two qubits, and `ring` finishes the algebra.

## The joint maximum is pD

A joint permutation need only send 00 and 11 to distinct states. Exactly one state has energy $0$, and the others have energy at least $D$. There are two cases.

- If 00 stays at 00, then 11 goes to a state of energy at least $D$, and $W\le 2pD-pD=pD$.
- If 00 goes elsewhere, its image has energy at least $D$ and that of 11 has energy at least $0$. Then $W\le 2pD-(1-p)D=pD-(1-2p)D<pD$.

Exchanging 11 with 10 and fixing the other states gives $W=2pD-pD=pD$. This is a controlled-NOT: the second qubit is flipped when the first is excited. It leaves the first qubit's populations unchanged and puts the second in its ground state.

The Lean proof evaluates this exchange for attainment. For the bound, `h` records that the two images are distinct, and `generalize` replaces them by arbitrary states $a\ne b$. The sixteen pairs are then examined: the four with $a=b$ contradict `h`, and `nlinarith` settles the rest from $pD>0$ and $(1-2p)D>0$.

## Without correlations there is no work

For independent qubits the populations are $(1-p)^2$ on 00, $p(1-p)$ on 01 and on 10, and $p^2$ on 11. The largest is on 00 and the smallest on 11. A state's energy is $D$, less $D$ if the state is 00, plus $D$ if it is 11. After any permutation the mean energy is thus $D$ times one minus the new population of 00 plus that of 11, which is at least

$$D\left(1-(1-p)^2+p^2\right)=2pD.$$

This is the initial mean energy, so $W\le 0$. Lean reaches the same bound through the rearrangement inequality. The hypothesis it needs is `hanti`, an `Antivary` statement: a state of higher energy is never more populated than one of lower energy.

## Numbers for p = 1/4

Take $D=1$ and $p=1/4$, so that $\beta=\log 3$. The correlated pair has populations $3/4$ on 00 and $1/4$ on 11, with mean energy $1/2$.

- Flipping the second qubit alone moves these populations to 01 and 10. The mean energy becomes $1$, and $W=-1/2$.
- Exchanging 11 with 10 leaves $3/4$ on 00 and $1/4$ on 10. The mean energy becomes $1/4$, and $W=1/4=pD$.
- For the independent pair, with populations $9/16$, $3/16$, $3/16$ and $1/16$ on 00, 01, 10 and 11, the same exchange raises the mean energy from $1/2$ to $5/8$, and $W=-1/8$.
